# For a continuous, order-preserving self-map of a box, iteration from the two corners finds the least and greatest self-consistent states

## States, boxes and attractive feedback

A self-consistent field calculation seeks a state x that reproduces itself: the field computed from x gives back x. Write F for one pass of the calculation, from the input state to the output state. The problem is then to solve

F(x) = x,

and the simplest method is to apply F repeatedly to a starting state. Two questions arise when there may be several solutions: which one does the iteration reach, and when is the starting state irrelevant?

A state here is a list of real numbers x_i, for instance local magnetisations, with i running over an index set ι. States are compared component by component: x ≤ y means x_i ≤ y_i for every i. Two states may be incomparable. The box [a,b] consists of all x with a ≤ x ≤ b, and a and b are its lower and upper corners.

```lean
import Mathlib

open Set Filter Topology

namespace MonotoneSCF

variable {ι : Type*} {F : (ι → ℝ) → ι → ℝ} {a b : ι → ℝ}
```

In Lean a state is a function `ι → ℝ`, and the box is `Icc a b`. The general theorems allow any index set, with convergence understood component by component; for N components this is ordinary convergence in R^N.

The feedback is called attractive if raising components of the input never lowers a component of the output:

x ≤ y implies F(x) ≤ F(y).

Physically, each local quantity pulls the others in its own direction, as neighbouring spins do in a ferromagnet. The usual mathematical name is "order-preserving"; "attractive" describes the interaction and does not say that orbits are attracted to a solution. We also require a ≤ b, that F maps the box into itself, and that F is continuous there.

```lean
/-- Attractive feedback on the box `[a, b]`, where `a ≤ b`: the update `F` maps the box into itself,
is continuous there, and raising any components of the input within the box lowers no component of
the output. -/
structure AttractiveFeedback (F : (ι → ℝ) → ι → ℝ) (a b : ι → ℝ) : Prop where
  le : a ≤ b
  mapsTo : MapsTo F (Icc a b) (Icc a b)
  mono : MonotoneOn F (Icc a b)
  cont : ContinuousOn F (Icc a b)
```

`MonotoneOn` and `ContinuousOn` restrict the last two conditions to the box, so the behaviour of F elsewhere is irrelevant. These are assumptions about the update, to be verified for each physical model.

The solutions of interest are those inside the box.

```lean
/-- The self-consistent states in the box: the states that the update leaves unchanged. -/
def selfConsistent (F : (ι → ℝ) → ι → ℝ) (a b : ι → ℝ) : Set (ι → ℝ) :=
  {x | x ∈ Icc a b ∧ F x = x}
```

## Iteration preserves order

Write F^n for n applications of F, with F^0(x) = x. Let x ≤ y be two states in the box. If F^n(x) ≤ F^n(y), then both iterates are still in the box, and one more application of F gives

F^(n+1)(x) = F(F^n(x)) ≤ F(F^n(y)) = F^(n+1)(y).

Induction on n gives the order at every step.

```lean
/-- Under attractive feedback, two ordered starting states in the box stay ordered at every
iteration. -/
theorem AttractiveFeedback.iterate_le (h : AttractiveFeedback F a b) {x y : ι → ℝ}
    (hx : x ∈ Icc a b) (hy : y ∈ Icc a b) (hxy : x ≤ y) (n : ℕ) : F^[n] x ≤ F^[n] y := by
  induction n with
  | zero => exact hxy
  | succ n ih =>
    rw [Function.iterate_succ_apply', Function.iterate_succ_apply']
    exact h.mono (h.mapsTo.iterate n hx) (h.mapsTo.iterate n hy) ih
```

Lean writes F^n as `F^[n]`. The induction is the one above, with `h.mapsTo.iterate` keeping both iterates in the box.

Now let y be a self-consistent state in the box. Since a ≤ y ≤ b and F^n(y) = y,

F^n(a) ≤ y ≤ F^n(b) for every n.

```lean
/-- Under attractive feedback, after any number `n` of iterations every self-consistent state in
the box lies between the iterate from the lower corner and the iterate from the upper corner. -/
theorem AttractiveFeedback.enclosure (h : AttractiveFeedback F a b) {y : ι → ℝ}
    (hy : y ∈ selfConsistent F a b) (n : ℕ) : y ∈ Icc (F^[n] a) (F^[n] b) := by
  have h1 := h.iterate_le (left_mem_Icc.2 h.le) hy.1 hy.1.1 n
  have h2 := h.iterate_le hy.1 (right_mem_Icc.2 h.le) hy.1.2 n
  rw [Function.iterate_fixed hy.2] at h1 h2
  exact ⟨h1, h2⟩
```

The two corner iterates therefore bracket every solution in the box at each stage. If they differ by at most ε in component i, all these solutions agree to within ε in that component.

## A limit must be self-consistent

Suppose that the orbit x_n = F^n(x) of a state in the box converges to p. The box is closed, so p lies in it. By continuity F(x_n) → F(p). But F(x_n) = x_(n+1), which tends to p. Limits are unique, hence

F(p) = p.

```lean
/-- Under attractive feedback, if an orbit that starts in the box converges, its limit is a
self-consistent state in the box. -/
theorem AttractiveFeedback.limit_selfConsistent (h : AttractiveFeedback F a b) {x p : ι → ℝ}
    (hx : x ∈ Icc a b) (hlim : Tendsto (fun n => F^[n] x) atTop (𝓝 p)) :
    p ∈ selfConsistent F a b := by
  have hmem : ∀ n, F^[n] x ∈ Icc a b := fun n => h.mapsTo.iterate n hx
  have hp : p ∈ Icc a b := isClosed_Icc.mem_of_tendsto hlim (Eventually.of_forall hmem)
  -- the shifted orbit tends both to `F p` and to `p`
  have h1 : Tendsto (fun n => F (F^[n] x)) atTop (𝓝 (F p)) :=
    (h.cont p hp).tendsto.comp (tendsto_nhdsWithin_iff.2 ⟨hlim, Eventually.of_forall hmem⟩)
  have h2 : Tendsto (fun n => F^[n + 1] x) atTop (𝓝 p) := hlim.comp (tendsto_add_atTop_nat 1)
  simp only [Function.iterate_succ_apply'] at h2
  exact ⟨hp, tendsto_nhds_unique h1 h2⟩
```

The statements `h1` and `h2` are these two limits of the shifted sequence, and `tendsto_nhds_unique` equates them. Convergence is a hypothesis here, which the next step supplies for the two corners.

## The corner orbits reach the extremal solutions

Because F(a) is in the box, a ≤ F(a). Applying F^n to both sides gives

F^n(a) ≤ F^(n+1)(a),

so the lower orbit increases. Similarly F(b) ≤ b, and the upper orbit decreases. Each component is a monotone, bounded sequence of real numbers and converges. Call the limits p and q:

F^n(a) → p,  F^n(b) → q.

Both are self-consistent by the preceding argument. For any other self-consistent y in the box, let n → ∞ in F^n(a) ≤ y ≤ F^n(b) to find

p ≤ y ≤ q.

Thus p is the least solution in the box and q the greatest. Finally, any x in the box satisfies

F^n(a) ≤ F^n(x) ≤ F^n(b),

and if p = q the outer sequences squeeze the middle one to the same limit.

```lean
/-- Under attractive feedback the iterates from the lower corner increase to the least
self-consistent state `p` in the box, and those from the upper corner decrease to the greatest, `q`.
If `p = q`, every orbit that starts in the box converges to it. -/
theorem AttractiveFeedback.extremal_states (h : AttractiveFeedback F a b) :
    ∃ p q, IsLeast (selfConsistent F a b) p ∧ IsGreatest (selfConsistent F a b) q ∧
      Monotone (fun n => F^[n] a) ∧ Tendsto (fun n => F^[n] a) atTop (𝓝 p) ∧
      Antitone (fun n => F^[n] b) ∧ Tendsto (fun n => F^[n] b) atTop (𝓝 q) ∧
      (p = q → ∀ x ∈ Icc a b, Tendsto (fun n => F^[n] x) atTop (𝓝 p)) := by
  have ha : a ∈ Icc a b := left_mem_Icc.2 h.le
  have hb : b ∈ Icc a b := right_mem_Icc.2 h.le
  -- the first step moves into the box, and iteration preserves that order
  have hup : Monotone (fun n => F^[n] a) := monotone_nat_of_le_succ fun n => by
    show F^[n] a ≤ F^[n + 1] a
    rw [Function.iterate_succ_apply]
    exact h.iterate_le ha (h.mapsTo ha) (h.mapsTo ha).1 n
  have hdown : Antitone (fun n => F^[n] b) := antitone_nat_of_succ_le fun n => by
    show F^[n + 1] b ≤ F^[n] b
    rw [Function.iterate_succ_apply]
    exact h.iterate_le (h.mapsTo hb) hb (h.mapsTo hb).2 n
  -- each component is monotone and bounded, hence convergent
  have hca : ∀ i, ∃ l, Tendsto (fun n => F^[n] a i) atTop (𝓝 l) := fun i =>
    ⟨_, tendsto_atTop_ciSup (fun _ _ hmn => hup hmn i)
      ⟨b i, by rintro _ ⟨n, rfl⟩; exact (h.mapsTo.iterate n ha).2 i⟩⟩
  have hcb : ∀ i, ∃ l, Tendsto (fun n => F^[n] b i) atTop (𝓝 l) := fun i =>
    ⟨_, tendsto_atTop_ciInf (fun _ _ hmn => hdown hmn i)
      ⟨a i, by rintro _ ⟨n, rfl⟩; exact (h.mapsTo.iterate n hb).1 i⟩⟩
  choose p hp using hca
  choose q hq using hcb
  have hpl : Tendsto (fun n => F^[n] a) atTop (𝓝 p) := tendsto_pi_nhds.2 hp
  have hql : Tendsto (fun n => F^[n] b) atTop (𝓝 q) := tendsto_pi_nhds.2 hq
  refine ⟨p, q, ⟨h.limit_selfConsistent ha hpl, fun y hy => ?_⟩,
    ⟨h.limit_selfConsistent hb hql, fun y hy => ?_⟩, hup, hpl, hdown, hql, ?_⟩
  · exact le_of_tendsto' hpl fun n => (h.enclosure hy n).1
  · exact ge_of_tendsto' hql fun n => (h.enclosure hy n).2
  · -- any other orbit is squeezed between the two extreme ones
    intro hpq x hx
    subst hpq
    exact tendsto_pi_nhds.2 fun i =>
      tendsto_of_tendsto_of_tendsto_of_le_of_le (hp i) (hq i)
        (fun n => h.iterate_le ha hx hx.1 n i) (fun n => h.iterate_le hx hb hx.2 n i)
```

`IsLeast` and `IsGreatest` say that p and q are themselves solutions and bound all the others in the box. In the proof, `hup` and `hdown` give the monotone orbits, and `hca` and `hcb` the component limits, which `choose` collects into the states p and q. The last bullet is the squeeze, made separately for each component i.

## One common limit means one solution

If all orbits from the box share a limit p, then p is self-consistent. A self-consistent state y has the constant orbit y, y, y, …, whose limit is y, so y = p and the solution is unique. Conversely, if there is only one solution, the extremal solutions p and q coincide, and every orbit converges to it.

```lean
/-- Under attractive feedback, all orbits that start in the box converge to one common limit
exactly when the box contains exactly one self-consistent state. -/
theorem AttractiveFeedback.global_convergence_iff (h : AttractiveFeedback F a b) :
    (∃ p, ∀ x ∈ Icc a b, Tendsto (fun n => F^[n] x) atTop (𝓝 p)) ↔
      ∃! p, p ∈ selfConsistent F a b := by
  constructor
  · rintro ⟨p, hp⟩
    have ha : a ∈ Icc a b := left_mem_Icc.2 h.le
    refine ⟨p, h.limit_selfConsistent ha (hp a ha), fun y hy => ?_⟩
    -- the orbit of a self-consistent state is constant
    have hy' := hp y hy.1
    simp only [Function.iterate_fixed hy.2] at hy'
    exact tendsto_nhds_unique tendsto_const_nhds hy'
  · rintro ⟨r, _, hu⟩
    obtain ⟨p, q, hp, hq, _, _, _, _, hall⟩ := h.extremal_states
    exact ⟨p, hall ((hu p hp.1).trans (hu q hq.1).symm)⟩
```

The symbol `∃!` means "exactly one". The theorem gives no rate of convergence, and it concerns the plain iteration of F, without mixing.

## The mean-field equations of a ferromagnet

Consider a finite set of Ising spins with couplings J_ij, local fields B_i in energy units, and inverse temperature β = 1/(k_B T). In mean-field theory the magnetisations m_i satisfy

m_i = tanh(β(Σ_j J_ij m_j + B_i)).

The update computes all the right-hand sides from the old magnetisations at once.

```lean
/-- The mean-field update of an Ising magnet with couplings `J`, local fields `B` and inverse
temperature `β`: each magnetisation becomes `tanh (β (∑ j, J i j * m j + B i))`. -/
noncomputable def isingUpdate [Fintype ι] (β : ℝ) (J : ι → ι → ℝ) (B m : ι → ℝ) : ι → ℝ :=
  fun i => Real.tanh (β * (∑ j, J i j * m j + B i))
```

The natural box is −1 ≤ m_i ≤ 1. To see that the update lands in it, use

cosh x + sinh x = e^x > 0,
cosh x − sinh x = e^(−x) > 0.

Hence −cosh x < sinh x < cosh x, and division by cosh x > 0 gives −1 < tanh x < 1. The weaker inequalities suffice.

```lean
/-- The hyperbolic tangent takes values between `-1` and `1`. -/
theorem tanh_mem_Icc (x : ℝ) : Real.tanh x ∈ Icc (-1 : ℝ) 1 := by
  rw [Real.tanh_eq_sinh_div_cosh]
  constructor
  · rw [le_div_iff₀ (Real.cosh_pos x)]
    linarith [Real.cosh_add_sinh x, Real.exp_pos x]
  · rw [div_le_one (Real.cosh_pos x)]
    linarith [Real.cosh_sub_sinh x, Real.exp_pos (-x)]
```

For the order, take x ≤ y. Then

0 ≤ sinh(y − x) = sinh y cosh x − cosh y sinh x,

and division by cosh x cosh y gives tanh x ≤ tanh y. Now assume β ≥ 0 and J_ij ≥ 0, which means a positive temperature (with β = 0 as the infinite-temperature limit) and no coupling that favours opposite alignment. Raising any m_j then cannot lower the argument of any tanh, so it cannot lower an output. Continuity follows from that of sinh and cosh, since cosh never vanishes.

```lean
/-- For `β ≥ 0` and ferromagnetic couplings `J i j ≥ 0`, the Ising mean-field update is an
attractive feedback on the box of magnetisations between `-1` and `1`. -/
theorem isingUpdate_witness [Fintype ι] {β : ℝ} {J : ι → ι → ℝ} (B : ι → ℝ)
    (hβ : 0 ≤ β) (hJ : ∀ i j, 0 ≤ J i j) :
    AttractiveFeedback (isingUpdate β J B) (fun _ => -1) (fun _ => 1) where
  le := fun _ => by norm_num
  mapsTo := fun _ _ => ⟨fun _ => (tanh_mem_Icc _).1, fun _ => (tanh_mem_Icc _).2⟩
  mono := by
    -- `tanh` increases because `sinh (y - x) ≥ 0` for `x ≤ y`
    have htanh : ∀ x y : ℝ, x ≤ y → Real.tanh x ≤ Real.tanh y := fun x y hxy => by
      rw [Real.tanh_eq_sinh_div_cosh, Real.tanh_eq_sinh_div_cosh,
        div_le_div_iff₀ (Real.cosh_pos x) (Real.cosh_pos y)]
      have h0 : 0 ≤ Real.sinh (y - x) := Real.sinh_nonneg_iff.2 (sub_nonneg.2 hxy)
      rw [Real.sinh_sub] at h0
      linarith
    intro x _ y _ hxy i
    exact htanh _ _ (mul_le_mul_of_nonneg_left (add_le_add (Finset.sum_le_sum fun j _ =>
      mul_le_mul_of_nonneg_left (hxy j) (hJ i j)) le_rfl) hβ)
  cont := by
    have htanh : Continuous Real.tanh := by
      have h1 : Real.tanh = fun x => Real.sinh x / Real.cosh x :=
        funext Real.tanh_eq_sinh_div_cosh
      rw [h1]
      exact Real.continuous_sinh.div Real.continuous_cosh fun x => (Real.cosh_pos x).ne'
    exact (continuous_pi fun i => htanh.comp (by fun_prop)).continuousOn
```

The four fields of the structure are filled in turn. The local fields may have any sign, and J need not be symmetric.

One more observation removes the reference to the box. Any solution m in R^N consists of tanh values, so it already lies between −1 and 1. The extremal solutions in the box are therefore extremal among all solutions.

```lean
/-- For `β ≥ 0` and couplings `J i j ≥ 0`, mean-field iteration from all spins down converges to
the least of all solutions of the Ising mean-field equations, and from all spins up to the
greatest. -/
theorem ising_extremal_magnetisations [Fintype ι] {β : ℝ} {J : ι → ι → ℝ} (B : ι → ℝ)
    (hβ : 0 ≤ β) (hJ : ∀ i j, 0 ≤ J i j) :
    ∃ p q, IsLeast {m | isingUpdate β J B m = m} p ∧
      IsGreatest {m | isingUpdate β J B m = m} q ∧
      Tendsto (fun n => (isingUpdate β J B)^[n] (fun _ => -1)) atTop (𝓝 p) ∧
      Tendsto (fun n => (isingUpdate β J B)^[n] (fun _ => 1)) atTop (𝓝 q) := by
  -- every solution is a vector of `tanh` values, so it lies in the box
  have hS : selfConsistent (isingUpdate β J B) (fun _ => -1) (fun _ => 1) =
      {m | isingUpdate β J B m = m} := by
    ext m
    refine ⟨fun hm => hm.2, fun hm => ⟨?_, hm⟩⟩
    have hm' : isingUpdate β J B m = m := hm
    rw [← hm']
    exact ⟨fun _ => (tanh_mem_Icc _).1, fun _ => (tanh_mem_Icc _).2⟩
  obtain ⟨p, q, hp, hq, _, hpl, _, hql, _⟩ := (isingUpdate_witness B hβ hJ).extremal_states
  rw [hS] at hp hq
  exact ⟨p, q, hp, hq, hpl, hql⟩

end MonotoneSCF
```

The equality `hS` identifies the two sets of solutions, after which the general theorem applies. For this finite classical magnet with non-negative couplings, two mean-field runs, from all spins down and all spins up, thus enclose every mean-field solution. The step from a mean-field solution to the magnetisation of the real magnet is the mean-field approximation itself, which the hypotheses do not justify. Nor does the theorem say which solution has the lowest free energy.

```lean
#print axioms MonotoneSCF.AttractiveFeedback.extremal_states
-- 'MonotoneSCF.AttractiveFeedback.extremal_states' depends on axioms: [propext, Classical.choice, Quot.sound]
#print axioms MonotoneSCF.AttractiveFeedback.global_convergence_iff
-- 'MonotoneSCF.AttractiveFeedback.global_convergence_iff' depends on axioms: [propext, Classical.choice, Quot.sound]
#print axioms MonotoneSCF.ising_extremal_magnetisations
-- 'MonotoneSCF.ising_extremal_magnetisations' depends on axioms: [propext, Classical.choice, Quot.sound]
```

## Two spins, and an orbit that never settles

Take two spins with J_12 = J_21 = 1, no self-coupling and no field. The update is

F(m_1, m_2) = (tanh(β m_2), tanh(β m_1)).

For β = 1/2, the iterates from (1, 1) have equal components

1, 0.4621, 0.2270, 0.1130, …

Since |tanh x| ≤ |x|, the larger component at least halves in size at each step. Both corner orbits tend to (0, 0), so p = q and every orbit from the box does the same.

For β = 2, the components from (1, 1) are

1, 0.9640, 0.9586, 0.9577, …

and they approach 0.9575. By symmetry the orbit from (−1, −1) approaches −0.9575 in both components. The state (0, 0) is a third solution between these two.

It would be wrong to infer from the order-preserving property that every orbit converges to some solution. At β = 2, start from (1, −1):

(1, −1) → (−0.9640, 0.9640) → (0.9586, −0.9586) → …

The signs alternate for ever while the sizes approach 0.9575, so there is no limit. The starting state and its successor are incomparable, and the argument that made the corner orbits monotone has nothing to work on. The last clause of `extremal_states` does not apply here, since p ≠ q. Without that condition its conclusion can fail in two ways: the orbit from (1, 1) converges, but to q instead of p, and the orbit from (1, −1) does not converge at all. The decimals and the alternating orbit come from direct computation, not from the theorems.
